# Slope of a two-phase coexistence line in inverse temperature and chemical potential

## How does the boundary move when I change the temperature?

I simulate a binary alloy on a fixed lattice at inverse temperature b and chemical-potential difference m. On either side of a first-order boundary I can equilibrate each phase separately and measure its mean energy per site e_i, not counting the term −m x_i, and its composition x_i, for phases i = 1, 2. Here m is the chemical potential of species A minus that of species B, and x_i is the fraction of sites occupied by A. I know one point where the phases coexist and want to follow the boundary m(b) from there. The rule I was given is that, for b > 0 and x₁ ≠ x₂, a differentiable boundary obeys

    m'(b) = ((e₁ − e₂)/(x₁ − x₂) − m)/b

This looks like a Clausius–Clapeyron relation with m in place of pressure. What exactly has to be assumed for it? If I integrate it from my known point, do I stay on the boundary? I would like to see this made rigorous and machine-checked in Lean.

## The chain rule along the boundary

Give each phase a reduced semi-grand potential P_i(b, m), the semi-grand free energy per site multiplied by b. The only thermodynamic input is

    ∂P_i/∂b = e_i − m x_i,    ∂P_i/∂m = −b x_i

Take a path (β(t), μ(t)) in the (b, m) plane with velocities β' and μ'. For a jointly differentiable P with energy e and composition x, the chain rule gives

    dP/dt = (e − μ x) β' − β x μ'

Coexistence means P₁ = P₂. If this holds along the path near t, the two rates agree:

    (e₁ − μ x₁) β' − β x₁ μ' = (e₂ − μ x₂) β' − β x₂ μ'

With Δe = e₁ − e₂ and Δx = x₁ − x₂, collecting terms gives

    β Δx μ' = (Δe − μ Δx) β'        (∗)

Nothing has been divided yet, and three statements follow by choosing the path. Taking β(t) = t, so that β' = 1 and μ = m, and dividing by bΔx gives your formula m' = (Δe/Δx − m)/b.

Taking the temperature T as parameter, with β = 1/(kT) and k Boltzmann's constant, gives β' = −1/(kT²). Multiplying (∗) by kT² yields TΔx μ' = −(Δe − μΔx), hence

    dμ/dT = (μ − Δe/Δx)/T

Taking β' = 1 with Δx = 0 turns (∗) into 0 = Δe. Equal compositions on a differentiable curve m(b) therefore force equal energies.

For your second question, suppose that Δx ≠ 0 and m solves the slope equation at every point of an interval [a, c] with a > 0, and set D(b) = P₁(b, m(b)) − P₂(b, m(b)). Then

    D' = (Δe − m Δx) − b Δx m' = (Δe − m Δx) − Δx (Δe/Δx − m) = 0

so D is constant, and D(a) = 0 gives D = 0 on the whole interval.

## What the Lean theorems say

`SemiGrandAt P e x b m` packages the input at a single point. Here `P : ℝ × ℝ → ℝ` takes the pair (b, m) in that order, and `e` and `x` are real numbers, the values at that point. The field `diff` is joint differentiability at (b, m), and `dBeta` and `dMu` are the two partial derivatives above. Physically, `diff` means that the potential of each phase continues a little way into its metastable region and is differentiable on the boundary itself.

`coexistence_slope` reads: if m has derivative m' at b, both phases satisfy `SemiGrandAt` at (b, m(b)), and P₁ = P₂ on the curve for all arguments in some neighbourhood of b, then `0 < b` and `x₁ ≠ x₂` give the slope formula. The neighbourhood condition is written `∀ᶠ s in 𝓝 b`, which is weaker than coexistence along the entire curve. The hypothesis `0 < b` is positive temperature, and `x₁ ≠ x₂` is a composition gap between the coexisting phases.

`coexistence_relation` is (∗), with no condition on sign or composition. `coexistence_slope_temperature` is the dμ/dT form for T > 0 and x₁ ≠ x₂, where `k` is any positive constant fixing the unit of temperature. `energy_eq_of_congruent` is the equal-composition case. Read in contrapositive, it says that at a point with equal compositions and different energies the boundary is not a graph m(b) with finite slope. In `coexistence_of_slope` the quantities `e₁ e₂ x₁ x₂` become functions of b, the values met along the curve. Both phases must satisfy `SemiGrandAt` and have x₁ ≠ x₂ at every point of [a, c], and the derivative of m is two-sided even at the endpoints a and c.

Several things are assumed and not derived. The curve and its differentiability are given, and so is the solution of the slope equation in the converse; its existence, its uniqueness and the error of a numerical integrator are not treated. Equality of two potentials says nothing about a third phase lying lower. Pressure and volume are not variables, so this is the analogue of Clausius–Clapeyron in the (b, m) plane and says nothing about dp/dT. In simulation practice the equation is of the kind integrated in Gibbs–Duhem tracing of phase boundaries, here for one composition variable and exact, noise-free averages.

## Two models that satisfy the relations

The first model is a finite ensemble. States s have energy E_s and species count N_s, with weights and partition function

    w_s = exp(−b (E_s − m N_s)),    Z = Σ_s w_s

`partition` is Z, and `average E N A b m` is the normalised mean ⟨A⟩ = Σ_s (w_s/Z) A_s of an observable A. Since ∂w_s/∂b = −(E_s − m N_s) w_s and ∂w_s/∂m = b N_s w_s,

    ∂(−log Z)/∂b = ⟨E⟩ − m⟨N⟩,    ∂(−log Z)/∂m = −b⟨N⟩

`ensemble_witness` states this for all real b and m and any nonempty finite set of states. The quantities are totals for the system, not values per site. With a single state of energy E and count N, −log Z is b(E − mN). The theorem concerns one ensemble and asserts no coexistence.

The second model is a line compound with fixed energy E, composition x and entropy S in units of k, so that P = b(E − m x) − S. For two compounds write ΔE = E₁ − E₂ and ΔS = S₁ − S₂. Setting P₁ = P₂ gives b(ΔE − mΔx) = ΔS, so

    m(b) = (ΔE − ΔS/b)/Δx,    m'(b) = ΔS/(b² Δx)

`compound_witness` states that every `compound` obeys `SemiGrandAt`, and that for `x₁ ≠ x₂` and b > 0 the potentials agree on `compoundLine`, which has this derivative. Substituting m(b) into the general formula gives (ΔS/(bΔx))/b, the same value; the file obtains the slope by direct differentiation and leaves that comparison unstated.

```lean
import Mathlib

open Filter Topology Set

namespace SemiGrandCoexistence

noncomputable section

/-- The reduced semi-grand potential `P (b, m)` is differentiable at inverse temperature `b` and
chemical potential `m`, with `∂P/∂b = e - m x` and `∂P/∂m = -b x` for energy `e` and
composition `x`. -/
structure SemiGrandAt (P : ℝ × ℝ → ℝ) (e x b m : ℝ) : Prop where
  diff : DifferentiableAt ℝ P (b, m)
  dBeta : HasDerivAt (fun t => P (t, m)) (e - m * x) b
  dMu : HasDerivAt (fun s => P (b, s)) (-b * x) m

/-- Along a path `(β t, μ t)` the potential changes at the rate `(e - μ x) β' - β x μ'`. -/
theorem deriv_along_path {P : ℝ × ℝ → ℝ} {β μ : ℝ → ℝ} {e x t β' μ' : ℝ}
    (hβ : HasDerivAt β β' t) (hμ : HasDerivAt μ μ' t) (h : SemiGrandAt P e x (β t) (μ t)) :
    HasDerivAt (fun s => P (β s, μ s)) ((e - μ t * x) * β' - β t * x * μ') t := by
  obtain ⟨L, hL⟩ : ∃ L : ℝ × ℝ →L[ℝ] ℝ, HasFDerivAt P L (β t, μ t) := ⟨_, h.diff.hasFDerivAt⟩
  have key : ∀ (γ : ℝ → ℝ × ℝ) (v : ℝ × ℝ) (r : ℝ), HasDerivAt γ v r → γ r = (β t, μ t) →
      HasDerivAt (fun s => P (γ s)) (L v) r := by
    intro γ v r hγ hr
    have hL' : HasFDerivAt P L (γ r) := by
      rw [hr]
      exact hL
    exact hL'.comp_hasDerivAt r hγ
  -- the partial derivatives fix the differential on the two coordinate directions
  have h1 : L (1, 0) = e - μ t * x :=
    (key (fun s => (s, μ t)) (1, 0) (β t)
      ((hasDerivAt_id' (β t)).prodMk (hasDerivAt_const (β t) (μ t))) rfl).unique h.dBeta
  have h2 : L (0, 1) = -β t * x :=
    (key (fun s => (β t, s)) (0, 1) (μ t)
      ((hasDerivAt_const (μ t) (β t)).prodMk (hasDerivAt_id' (μ t))) rfl).unique h.dMu
  have hv : ((β', μ') : ℝ × ℝ) = β' • ((1, 0) : ℝ × ℝ) + μ' • ((0, 1) : ℝ × ℝ) := by
    ext <;> simp
  refine (key (fun s => (β s, μ s)) (β', μ') t (hβ.prodMk hμ) rfl).congr_deriv ?_
  rw [hv, map_add, map_smul, map_smul, h1, h2, smul_eq_mul, smul_eq_mul]
  ring

/-- If the two potentials agree along a path near `t`, then
`β (x₁ - x₂) μ' = ((e₁ - e₂) - μ (x₁ - x₂)) β'` at `t`. -/
theorem coexistence_relation {P₁ P₂ : ℝ × ℝ → ℝ} {β μ : ℝ → ℝ} {e₁ e₂ x₁ x₂ t β' μ' : ℝ}
    (hβ : HasDerivAt β β' t) (hμ : HasDerivAt μ μ' t)
    (h₁ : SemiGrandAt P₁ e₁ x₁ (β t) (μ t)) (h₂ : SemiGrandAt P₂ e₂ x₂ (β t) (μ t))
    (hco : ∀ᶠ s in 𝓝 t, P₁ (β s, μ s) = P₂ (β s, μ s)) :
    β t * (x₁ - x₂) * μ' = ((e₁ - e₂) - μ t * (x₁ - x₂)) * β' := by
  have d₁ := deriv_along_path hβ hμ h₁
  have d₂ : HasDerivAt (fun s => P₁ (β s, μ s)) _ t :=
    (deriv_along_path hβ hμ h₂).congr_of_eventuallyEq hco
  -- equal functions have equal rates of change
  have h := d₁.unique d₂
  linear_combination -h

/-- Slope of the coexistence line `m(b)`: for `b > 0` and different compositions,
`m' = ((e₁ - e₂) / (x₁ - x₂) - m) / b`. -/
theorem coexistence_slope {P₁ P₂ : ℝ × ℝ → ℝ} {m : ℝ → ℝ} {e₁ e₂ x₁ x₂ b m' : ℝ}
    (hm : HasDerivAt m m' b)
    (h₁ : SemiGrandAt P₁ e₁ x₁ b (m b)) (h₂ : SemiGrandAt P₂ e₂ x₂ b (m b))
    (hco : ∀ᶠ s in 𝓝 b, P₁ (s, m s) = P₂ (s, m s)) (hb : 0 < b) (hx : x₁ ≠ x₂) :
    m' = ((e₁ - e₂) / (x₁ - x₂) - m b) / b := by
  have key : b * (x₁ - x₂) * m' = ((e₁ - e₂) - m b * (x₁ - x₂)) * 1 :=
    coexistence_relation (hasDerivAt_id' b) hm h₁ h₂ hco
  have hx' : x₁ - x₂ ≠ 0 := sub_ne_zero.mpr hx
  have hq : (x₁ - x₂) * ((e₁ - e₂) / (x₁ - x₂)) = e₁ - e₂ := by field_simp
  rw [eq_div_iff hb.ne']
  apply mul_left_cancel₀ hx'
  linear_combination key - hq

/-- Slope of the coexistence line `μ(T)` with `b = 1 / (k T)`:
`dμ/dT = (μ - (e₁ - e₂) / (x₁ - x₂)) / T`. -/
theorem coexistence_slope_temperature {P₁ P₂ : ℝ × ℝ → ℝ} {μ : ℝ → ℝ}
    {e₁ e₂ x₁ x₂ k T μ' : ℝ} (hμ : HasDerivAt μ μ' T)
    (h₁ : SemiGrandAt P₁ e₁ x₁ (1 / (k * T)) (μ T))
    (h₂ : SemiGrandAt P₂ e₂ x₂ (1 / (k * T)) (μ T))
    (hco : ∀ᶠ s in 𝓝 T, P₁ (1 / (k * s), μ s) = P₂ (1 / (k * s), μ s))
    (hk : 0 < k) (hT : 0 < T) (hx : x₁ ≠ x₂) :
    μ' = (μ T - (e₁ - e₂) / (x₁ - x₂)) / T := by
  have hk' := hk.ne'
  have hT' := hT.ne'
  have hβ : HasDerivAt (fun s : ℝ => 1 / (k * s)) (-1 / (k * T ^ 2)) T :=
    ((hasDerivAt_const T (1 : ℝ)).fun_div ((hasDerivAt_id' T).const_mul k)
      (mul_ne_zero hk' hT')).congr_deriv (by field_simp; ring)
  have key : 1 / (k * T) * (x₁ - x₂) * μ'
      = ((e₁ - e₂) - μ T * (x₁ - x₂)) * (-1 / (k * T ^ 2)) :=
    coexistence_relation hβ hμ h₁ h₂ hco
  have key' : T * (x₁ - x₂) * μ' = -((e₁ - e₂) - μ T * (x₁ - x₂)) :=
    calc T * (x₁ - x₂) * μ' = k * T ^ 2 * (1 / (k * T) * (x₁ - x₂) * μ') := by
          field_simp
      _ = k * T ^ 2 * (((e₁ - e₂) - μ T * (x₁ - x₂)) * (-1 / (k * T ^ 2))) := by rw [key]
      _ = -((e₁ - e₂) - μ T * (x₁ - x₂)) := by field_simp
  have hx' : x₁ - x₂ ≠ 0 := sub_ne_zero.mpr hx
  have hq : (x₁ - x₂) * ((e₁ - e₂) / (x₁ - x₂)) = e₁ - e₂ := by field_simp
  rw [eq_div_iff hT']
  apply mul_left_cancel₀ hx'
  linear_combination key' + hq

/-- At a point of a differentiable coexistence line `m(b)` where the two compositions are equal,
the two energies are equal. -/
theorem energy_eq_of_congruent {P₁ P₂ : ℝ × ℝ → ℝ} {m : ℝ → ℝ} {e₁ e₂ x b m' : ℝ}
    (hm : HasDerivAt m m' b)
    (h₁ : SemiGrandAt P₁ e₁ x b (m b)) (h₂ : SemiGrandAt P₂ e₂ x b (m b))
    (hco : ∀ᶠ s in 𝓝 b, P₁ (s, m s) = P₂ (s, m s)) : e₁ = e₂ := by
  have key : b * (x - x) * m' = ((e₁ - e₂) - m b * (x - x)) * 1 :=
    coexistence_relation (hasDerivAt_id' b) hm h₁ h₂ hco
  linear_combination -key

/-- A curve that solves the slope equation on `[a, c]` with `a > 0` and has `P₁ = P₂` at `a`
has `P₁ = P₂` on all of `[a, c]`. -/
theorem coexistence_of_slope {P₁ P₂ : ℝ × ℝ → ℝ} {m e₁ e₂ x₁ x₂ : ℝ → ℝ} {a c : ℝ}
    (ha : 0 < a) (hx : ∀ b ∈ Icc a c, x₁ b ≠ x₂ b)
    (h₁ : ∀ b ∈ Icc a c, SemiGrandAt P₁ (e₁ b) (x₁ b) b (m b))
    (h₂ : ∀ b ∈ Icc a c, SemiGrandAt P₂ (e₂ b) (x₂ b) b (m b))
    (hm : ∀ b ∈ Icc a c, HasDerivAt m (((e₁ b - e₂ b) / (x₁ b - x₂ b) - m b) / b) b)
    (h0 : P₁ (a, m a) = P₂ (a, m a)) : ∀ b ∈ Icc a c, P₁ (b, m b) = P₂ (b, m b) := by
  -- the difference of the potentials is stationary along the curve
  have hd : ∀ b ∈ Icc a c, HasDerivAt (fun s => P₁ (s, m s) - P₂ (s, m s)) 0 b := by
    intro b hb
    have hb' : b ≠ 0 := (lt_of_lt_of_le ha hb.1).ne'
    have hx' : x₁ b - x₂ b ≠ 0 := sub_ne_zero.mpr (hx b hb)
    have hq : (x₁ b - x₂ b) * ((e₁ b - e₂ b) / (x₁ b - x₂ b)) = e₁ b - e₂ b := by field_simp
    have hM : b * (((e₁ b - e₂ b) / (x₁ b - x₂ b) - m b) / b)
        = (e₁ b - e₂ b) / (x₁ b - x₂ b) - m b := by field_simp
    refine ((deriv_along_path (hasDerivAt_id' b) (hm b hb) (h₁ b hb)).fun_sub
      (deriv_along_path (hasDerivAt_id' b) (hm b hb) (h₂ b hb))).congr_deriv ?_
    linear_combination (-(x₁ b - x₂ b)) * hM - hq
  intro b hb
  have h : P₁ (b, m b) - P₂ (b, m b) = P₁ (a, m a) - P₂ (a, m a) :=
    constant_of_has_deriv_right_zero (f := fun s => P₁ (s, m s) - P₂ (s, m s))
      (fun s hs => (hd s hs).continuousAt.continuousWithinAt)
      (fun s hs => (hd s (Ico_subset_Icc_self hs)).hasDerivWithinAt) b hb
  linarith

/-- Semi-grand partition function of finitely many states with energies `E` and counts `N`. -/
def partition {σ : Type*} [Fintype σ] (E N : σ → ℝ) (b m : ℝ) : ℝ :=
  ∑ s, Real.exp (-b * (E s - m * N s))

/-- Thermal average of an observable `A` in the semi-grand ensemble. -/
def average {σ : Type*} [Fintype σ] (E N A : σ → ℝ) (b m : ℝ) : ℝ :=
  (∑ s, Real.exp (-b * (E s - m * N s)) * A s) / partition E N b m

/-- The potential `-log Z` of a finite ensemble obeys the semi-grand relations, with the thermal
averages of `E` and `N` as energy and composition. -/
theorem ensemble_witness {σ : Type*} [Fintype σ] [Nonempty σ] (E N : σ → ℝ) (b m : ℝ) :
    SemiGrandAt (fun p => -Real.log (partition E N p.1 p.2))
      (average E N E b m) (average E N N b m) b m := by
  have hZ : (∑ s, Real.exp (-b * (E s - m * N s))) ≠ 0 :=
    (Finset.sum_pos (fun s _ => Real.exp_pos _) Finset.univ_nonempty).ne'
  unfold average partition
  refine ⟨?_, ?_, ?_⟩
  · have hd : DifferentiableAt ℝ
        (fun p : ℝ × ℝ => ∑ s, Real.exp (-p.1 * (E s - p.2 * N s))) (b, m) := by fun_prop
    exact (hd.log hZ).neg
  · have hd : HasDerivAt (fun t => ∑ s, Real.exp (-t * (E s - m * N s)))
        (∑ s, Real.exp (-b * (E s - m * N s)) * (-1 * (E s - m * N s))) b :=
      HasDerivAt.fun_sum fun s _ => ((hasDerivAt_id' b).fun_neg.mul_const _).exp
    have hs : ∑ s, Real.exp (-b * (E s - m * N s)) * (-1 * (E s - m * N s))
        = m * ∑ s, Real.exp (-b * (E s - m * N s)) * N s
          - ∑ s, Real.exp (-b * (E s - m * N s)) * E s := by
      rw [Finset.mul_sum, ← Finset.sum_sub_distrib]
      exact Finset.sum_congr rfl fun s _ => by ring
    refine (hd.log hZ).fun_neg.congr_deriv ?_
    rw [hs]
    ring
  · have hd : HasDerivAt (fun r => ∑ s, Real.exp (-b * (E s - r * N s)))
        (∑ s, Real.exp (-b * (E s - m * N s)) * (-b * -(1 * N s))) m :=
      HasDerivAt.fun_sum fun s _ =>
        ((((hasDerivAt_id' m).mul_const (N s)).const_sub (E s)).const_mul (-b)).exp
    have hs : ∑ s, Real.exp (-b * (E s - m * N s)) * (-b * -(1 * N s))
        = b * ∑ s, Real.exp (-b * (E s - m * N s)) * N s := by
      rw [Finset.mul_sum]
      exact Finset.sum_congr rfl fun s _ => by ring
    refine (hd.log hZ).fun_neg.congr_deriv ?_
    rw [hs]
    ring

/-- Reduced potential `b (E - m x) - S` of a line compound with fixed energy, composition and
entropy. -/
def compound (E x S : ℝ) (p : ℝ × ℝ) : ℝ := p.1 * (E - p.2 * x) - S

/-- The curve `m(b) = (ΔE - ΔS / b) / Δx`. -/
def compoundLine (dE dx dS b : ℝ) : ℝ := (dE - dS / b) / dx

/-- Line compounds obey the semi-grand relations everywhere; for `x₁ ≠ x₂` and `b > 0` two of them
have equal potentials on `compoundLine`, whose slope is `ΔS / (b² Δx)`. -/
theorem compound_witness (E₁ E₂ x₁ x₂ S₁ S₂ : ℝ) (hx : x₁ ≠ x₂) :
    (∀ E x S b m, SemiGrandAt (compound E x S) E x b m) ∧
    ∀ b, 0 < b →
      compound E₁ x₁ S₁ (b, compoundLine (E₁ - E₂) (x₁ - x₂) (S₁ - S₂) b)
        = compound E₂ x₂ S₂ (b, compoundLine (E₁ - E₂) (x₁ - x₂) (S₁ - S₂) b) ∧
      HasDerivAt (compoundLine (E₁ - E₂) (x₁ - x₂) (S₁ - S₂))
        ((S₁ - S₂) / (b ^ 2 * (x₁ - x₂))) b := by
  have hx' : x₁ - x₂ ≠ 0 := sub_ne_zero.mpr hx
  unfold compound compoundLine
  refine ⟨fun E x S b m => ⟨by fun_prop, ?_, ?_⟩, fun b hb => ⟨?_, ?_⟩⟩
  · exact (((hasDerivAt_id' b).mul_const (E - m * x)).sub_const S).congr_deriv (by ring)
  · exact (((((hasDerivAt_id' m).mul_const x).const_sub E).const_mul b).sub_const S).congr_deriv
      (by ring)
  · have hb' := hb.ne'
    dsimp only
    field_simp
    ring
  · have hb' := hb.ne'
    exact ((((hasDerivAt_const b (S₁ - S₂)).fun_div (hasDerivAt_id' b) hb').const_sub
      (E₁ - E₂)).div_const (x₁ - x₂)).congr_deriv (by field_simp; ring)

end

end SemiGrandCoexistence
```

```lean
#print axioms SemiGrandCoexistence.coexistence_slope
#print axioms SemiGrandCoexistence.coexistence_slope_temperature
#print axioms SemiGrandCoexistence.energy_eq_of_congruent
#print axioms SemiGrandCoexistence.coexistence_of_slope
```

```
'SemiGrandCoexistence.coexistence_slope' depends on axioms: [propext, Classical.choice, Quot.sound]
'SemiGrandCoexistence.coexistence_slope_temperature' depends on axioms: [propext, Classical.choice, Quot.sound]
'SemiGrandCoexistence.energy_eq_of_congruent' depends on axioms: [propext, Classical.choice, Quot.sound]
'SemiGrandCoexistence.coexistence_of_slope' depends on axioms: [propext, Classical.choice, Quot.sound]
```

## How the proof follows the algebra

`deriv_along_path` is the chain rule. It names the total differential of P at the point as a continuous linear map `L` from ℝ × ℝ to ℝ. The helper `key` says that along any curve γ through the point with velocity v, the composite has derivative `L v`. The steps `h1` and `h2` evaluate `L` on (1, 0) and (0, 1), `hv` writes (β', μ') as β'(1, 0) + μ'(0, 1), and linearity with `ring` produces (e − μx)β' − βxμ'.

`coexistence_relation` equates the two rates, and `linear_combination -h` is the collection of terms into (∗). The three consequences instantiate it. In `coexistence_slope`, `hasDerivAt_id' b` supplies β' = 1, `eq_div_iff` clears the division by b, and `mul_left_cancel₀` multiplies through by Δx, with `hq` recording Δx(Δe/Δx) = Δe. In the temperature form, `hβ` is β' = −1/(kT²) and `key'` is the multiplication by kT². In `energy_eq_of_congruent` both terms containing `x - x` vanish.

In `coexistence_of_slope`, `hd` is D' = 0, with `hM` cancelling b against 1/b. Mathlib's `constant_of_has_deriv_right_zero` then needs continuity on [a, c] and a vanishing right derivative on [a, c), both of which come from `hd`. In `ensemble_witness`, `hZ` gives Z ≠ 0 from positivity of the weights, each `hd` after the first differentiates the sum term by term, and each `hs` splits the result into the numerators of the averages.

## Uniqueness of the derivative as the working tool

`HasDerivAt f f' t` is a relation between a function f, a number f' and a point t. It says that f is differentiable at t and that its derivative there is f'. One function can be shown to satisfy the relation by two independent arguments, and `HasDerivAt.unique`, which appears as `.unique` in the code, then concludes that the two numbers are equal. Each of the three identifications in the core argument arises this way.

In `h1`, the function s ↦ P(s, μ(t)) has derivative `L (1, 0)` by `key` and `e - μ t * x` by `h.dBeta`, so the two coincide. The step `h2` does the same in the m direction. This is where `diff` is needed: partial derivatives describe P only along the two axes, and `L` extends that information to the oblique direction of the path.

The third use is the physical one. The term `d₁` is the rate of P₁ along the path. The term `d₂` starts as the rate of P₂, and `congr_of_eventuallyEq hco` transfers it to P₁, because a derivative at t depends only on values near t. Both are now statements about the same function, and `d₁.unique d₂` is the equality of rates. Agreement of P₁ and P₂ at t alone would not permit the transfer, which is why `hco` asks for a neighbourhood.
